# The Gauss Nodes Are the Eigenvalues of the Position Matrix in an Orthonormal Polynomial Basis

A calculation in a discrete variable representation (DVR) can start by diagonalising the matrix of the coordinate in a polynomial basis. The eigenvalues serve as grid points, and the potential then enters through its values there. For one coordinate, an orthonormal basis of the polynomials of degree below \(n\) and the \(n\)-point Gauss rule for the same weight, the eigenvalues are exactly the quadrature nodes. The matrix of a general potential is only approximated.

## From exact quadrature to an orthogonal transformation

Let \(I\) be a linear functional on real polynomials, for instance \(I(f)=\int f(x)\rho(x)\,dx\) with a weight function \(\rho\ge 0\). For basis functions \(p_i\sqrt{\rho}\), the matrix elements of the coordinate are \(Q_{ij}=I(x\,p_ip_j)\). Let \(i,j,k,l\) run from \(0\) to \(n-1\), and assume

- \(I(f)=\sum_k w_k f(x_k)\) whenever \(\deg f\le 2n-1\),
- \(\deg p_i<n\) and \(I(p_ip_j)=\delta_{ij}\).

Set \(U_{ik}=\sqrt{w_k}\,p_i(x_k)\). The claim is that \(U\) is orthogonal and \(Q=U\,\mathrm{diag}(x_k)\,U^T\).

The product \(p_ip_j\) has degree at most \(2n-2\), so the rule is exact on it:
\[
\sum_k w_k\,p_i(x_k)\,p_j(x_k)=\delta_{ij}.
\]
With \(A_{ik}=w_kp_i(x_k)\) and \(B_{kj}=p_j(x_k)\) this reads \(AB=1\). The matrices are square, so \(BA=1\) as well:
\[
w_k\sum_i p_i(x_l)\,p_i(x_k)=\delta_{lk}.
\]
For \(l=k\), \(w_k\) times a sum of squares equals one, hence \(w_k>0\). If \(x_k=x_l\) with \(k\neq l\), the same expression would have to be both zero and one, so the nodes are distinct.

Since the weights are positive, the square roots recombine for any grid values \(v_k\):
\[
\bigl(U\,\mathrm{diag}(v)\,U^T\bigr)_{ij}=\sum_k w_k v_k\,p_i(x_k)\,p_j(x_k).
\]
Taking \(v_k=1\) gives \(UU^T=1\), and therefore \(U^TU=1\). Taking \(v_k=x_k\) gives the quadrature sum for \(x\,p_ip_j\), whose degree is at most \(2n-1\). The sum is thus exact and equals \(Q_{ij}\).

Multiplying by \(U\) gives \(QU=U\,\mathrm{diag}(x_k)\), so the columns of \(U\) are normalised eigenvectors of \(Q\). In a power of \(Q\) the inner factors \(U^TU\) cancel, which gives \(Q^m=U\,\mathrm{diag}(x_k^m)\,U^T\). By linearity, \(V(Q)=U\,\mathrm{diag}(V(x_k))\,U^T\) for every polynomial \(V\).

## Two nodes for a three-point average

Take \(I(f)=\tfrac18\bigl(f(-2)+6f(0)+f(2)\bigr)\), with \(p_0=1\) and \(p_1=x\). The moments of \(1,x,x^2,x^3\) are \(1,0,1,0\). The nodes \(\mp1\) with weights \(\tfrac12\) reproduce all four, and
\[
U=\frac1{\sqrt2}\begin{pmatrix}1&1\\-1&1\end{pmatrix},\qquad
U\begin{pmatrix}-1&0\\0&1\end{pmatrix}U^T=\begin{pmatrix}0&1\\1&0\end{pmatrix}=Q.
\]
For \(x^2\) the agreement ends. Its matrix \(I(x^2p_ip_j)\) is \(\mathrm{diag}(1,4)\), because \(I(x^4)=4\), while the grid form \(U\,\mathrm{diag}(x_k^2)\,U^T\) is the identity. The same happens for a continuous coordinate: the weight \(\rho(x)=e^{-x^2/2}/\sqrt{2\pi}\) has the same moments up to \(x^3\) and \(I(x^4)=3\). The functions \(p_i\sqrt{\rho}\) are then the two lowest states of a harmonic oscillator, the exact matrix of \(x^2\) is \(\mathrm{diag}(1,3)\), and the grid form is again the identity.

## The hypotheses and matrices in Lean

```lean
import Mathlib

open Polynomial
open scoped Matrix

namespace GaussDVR

noncomputable section

variable {n : ℕ} {I : ℝ[X] →ₗ[ℝ] ℝ} {x w : Fin n → ℝ} {p : Fin n → ℝ[X]}
```

Nodes and weights are functions `Fin n → ℝ`, and `ℝ[X]` is the type of real polynomials. The lower-case `x` holds the nodes, while `X` is the polynomial variable.

```lean
/-- The rule with nodes `x` and weights `w` reproduces `I` up to degree `2n - 1`, and the
`n` polynomials `p i` of degree below `n` are orthonormal with respect to `I`. -/
structure IsGaussBasis (I : ℝ[X] →ₗ[ℝ] ℝ) (x w : Fin n → ℝ) (p : Fin n → ℝ[X]) : Prop where
  exact_rule : ∀ f : ℝ[X], f.natDegree < 2 * n → I f = ∑ k, w k * f.eval (x k)
  degree_lt : ∀ i, (p i).natDegree < n
  orthonormal : ∀ i j, I (p i * p j) = if i = j then 1 else 0
```

`IsGaussBasis` collects the assumptions. The field `exact_rule` stands for the defining property of Gauss quadrature and is assumed: the nodes are not constructed as zeros of an orthogonal polynomial, nor is a rule shown to exist for a given `I`. The degree of `p i` need not be `i`.

Modelling `I` as an integral against a measure would make each matrix element literally an integral and would require finite moments. The algebra would stay the same, since it uses only the values of `I` on polynomials.

```lean
/-- The matrix with one row per polynomial and one column per node, `U i k = √(w k) p_i(x_k)`, for
nonnegative weights. -/
def dvrMatrix (x w : Fin n → ℝ) (p : Fin n → ℝ[X]) : Matrix (Fin n) (Fin n) ℝ :=
  Matrix.of fun i k => √(w k) * (p i).eval (x k)

/-- The matrix with entries `I(V p_i p_j)`. For `p` orthonormal with respect to `I`, these are the
matrix elements of multiplication by the polynomial `V`. -/
def operatorMatrix (I : ℝ[X] →ₗ[ℝ] ℝ) (V : ℝ[X]) (p : Fin n → ℝ[X]) :
    Matrix (Fin n) (Fin n) ℝ :=
  Matrix.of fun i j => I (V * p i * p j)
```

`dvrMatrix` is \(U\), and `operatorMatrix I X p` is \(Q\). For a general `V`, `operatorMatrix I V p` is the matrix of the potential in the basis, which must be kept apart from \(V(Q)\). Kinetic energy does not appear.

## Orthonormality on the grid

```lean
/-- The basis polynomials are orthonormal under the weighted sum over the nodes. -/
theorem discrete_orthonormal (h : IsGaussBasis I x w p) (i j : Fin n) :
    ∑ k, w k * (p i).eval (x k) * (p j).eval (x k) = if i = j then 1 else 0 := by
  have hd : (p i * p j).natDegree ≤ (p i).natDegree + (p j).natDegree := natDegree_mul_le
  have hi := h.degree_lt i
  have hj := h.degree_lt j
  rw [← h.orthonormal i j, h.exact_rule _ (by omega)]
  refine Finset.sum_congr rfl fun k _ => ?_
  rw [eval_mul]
  ring
```

The degree bound is left to `omega`; `exact_rule` then turns `I (p i * p j)` into the sum.

```lean
/-- The dual relation on the grid: `w_k ∑ i, p_i(x_l) p_i(x_k)` is one for `l = k` and zero
otherwise. -/
theorem dual_orthonormal (h : IsGaussBasis I x w p) (l k : Fin n) :
    w k * ∑ i, (p i).eval (x l) * (p i).eval (x k) = if l = k then 1 else 0 := by
  let A : Matrix (Fin n) (Fin n) ℝ := Matrix.of fun i k => w k * (p i).eval (x k)
  let B : Matrix (Fin n) (Fin n) ℝ := Matrix.of fun k j => (p j).eval (x k)
  have hAB : A * B = 1 := by
    ext i j
    rw [Matrix.mul_apply, Matrix.one_apply]
    exact discrete_orthonormal h i j
  -- a one-sided inverse of a square matrix is two-sided
  have hBA : B * A = 1 := mul_eq_one_comm.mp hAB
  have e := congrFun (congrFun hBA l) k
  rw [Matrix.mul_apply, Matrix.one_apply] at e
  rw [← e, Finset.mul_sum]
  refine Finset.sum_congr rfl fun i _ => ?_
  change _ = (p i).eval (x l) * (w k * (p i).eval (x k))
  ring
```

The matrices `A` and `B` are those of the derivation, and `mul_eq_one_comm` reverses their product.

```lean
/-- All weights of the rule are positive. -/
theorem weight_pos (h : IsGaussBasis I x w p) (k : Fin n) : 0 < w k := by
  have e := dual_orthonormal h k k
  rw [if_pos rfl] at e
  have hS : 0 ≤ ∑ i, (p i).eval (x k) * (p i).eval (x k) :=
    Finset.sum_nonneg fun i _ => mul_self_nonneg _
  by_contra hw
  have hw' : 0 ≤ -w k := by linarith
  have := mul_nonneg hw' hS
  linarith

/-- The nodes of the rule are pairwise distinct. -/
theorem nodes_injective (h : IsGaussBasis I x w p) : Function.Injective x := by
  intro k l hkl
  by_contra hne
  have e₁ := dual_orthonormal h k l
  have e₂ := dual_orthonormal h l l
  rw [if_neg hne, hkl] at e₁
  rw [if_pos rfl] at e₂
  linarith
```

Both proofs read off entries of the dual relation. Positivity and distinctness are consequences, so neither is a field of `IsGaussBasis`.

## The diagonal form of the position matrix

```lean
/-- For nonnegative weights, transforming a diagonal grid matrix `v` to the polynomial basis
gives the quadrature sums of `v p_i p_j`. -/
theorem dvr_conj_apply (hw : ∀ k, 0 ≤ w k) (v : Fin n → ℝ) (i j : Fin n) :
    (dvrMatrix x w p * Matrix.diagonal v * (dvrMatrix x w p)ᵀ) i j =
      ∑ k, w k * v k * (p i).eval (x k) * (p j).eval (x k) := by
  rw [Matrix.mul_apply]
  refine Finset.sum_congr rfl fun k _ => ?_
  rw [Matrix.mul_diagonal, Matrix.transpose_apply]
  simp only [dvrMatrix, Matrix.of_apply]
  linear_combination (v k * (p i).eval (x k) * (p j).eval (x k)) * Real.mul_self_sqrt (hw k)
```

This is the formula for \(U\,\mathrm{diag}(v)\,U^T\). The last line uses \(\sqrt{w_k}\sqrt{w_k}=w_k\), which is where nonnegative weights are needed.

```lean
/-- The discrete variable representation: `U` is orthogonal, and the position matrix
`I(x p_i p_j)` equals `U diag(x) Uᵀ`. -/
theorem position_eq_dvr (h : IsGaussBasis I x w p) :
    dvrMatrix x w p * (dvrMatrix x w p)ᵀ = 1 ∧
    (dvrMatrix x w p)ᵀ * dvrMatrix x w p = 1 ∧
    operatorMatrix I X p = dvrMatrix x w p * Matrix.diagonal x * (dvrMatrix x w p)ᵀ := by
  have hw : ∀ k, 0 ≤ w k := fun k => (weight_pos h k).le
  have hU : dvrMatrix x w p * (dvrMatrix x w p)ᵀ = 1 := by
    ext i j
    have e := dvr_conj_apply (x := x) (p := p) hw (fun _ => 1) i j
    rw [Matrix.diagonal_one, Matrix.mul_one] at e
    simp only [mul_one] at e
    rw [e, Matrix.one_apply, discrete_orthonormal h]
  refine ⟨hU, mul_eq_one_comm.mp hU, ?_⟩
  ext i j
  -- the integrand has degree at most 2n - 1, so the rule is exact on it
  have h₁ : ((X : ℝ[X]) * p i * p j).natDegree ≤
      ((X : ℝ[X]) * p i).natDegree + (p j).natDegree := natDegree_mul_le
  have h₂ : ((X : ℝ[X]) * p i).natDegree ≤
      (X : ℝ[X]).natDegree + (p i).natDegree := natDegree_mul_le
  rw [natDegree_X] at h₂
  have hi := h.degree_lt i
  have hj := h.degree_lt j
  rw [dvr_conj_apply hw, operatorMatrix, Matrix.of_apply, h.exact_rule _ (by omega)]
  refine Finset.sum_congr rfl fun k _ => ?_
  rw [eval_mul, eval_mul, eval_X]
  ring
```

The three parts of the statement are \(UU^T=1\), \(U^TU=1\) and \(Q=U\,\mathrm{diag}(x_k)\,U^T\). The first comes from the constant grid function, and the last from exactness at degree \(2n-1\).

```lean
/-- Column `k` of `U` satisfies the eigenvalue equation of the position matrix with
eigenvalue `x k`. -/
theorem position_mulVec_column (h : IsGaussBasis I x w p) (k : Fin n) :
    operatorMatrix I X p *ᵥ (fun i => dvrMatrix x w p i k) =
      x k • (fun i => dvrMatrix x w p i k) := by
  obtain ⟨-, hU, hX⟩ := position_eq_dvr h
  have e : operatorMatrix I X p * dvrMatrix x w p =
      dvrMatrix x w p * Matrix.diagonal x := by
    rw [hX, Matrix.mul_assoc, hU, Matrix.mul_one]
  ext i
  have ei := congrFun (congrFun e i) k
  rw [Matrix.mul_diagonal, Matrix.mul_apply] at ei
  simp only [Matrix.mulVec, dotProduct, Pi.smul_apply, smul_eq_mul]
  linear_combination ei
```

Here `*ᵥ` applies a matrix to a vector. The proof takes column `k` of \(QU=U\,\mathrm{diag}(x_k)\).

```lean
/-- A polynomial potential `V` evaluated at the position matrix equals
`U diag(V(x_k)) Uᵀ`. -/
theorem potential_of_position (h : IsGaussBasis I x w p) (V : ℝ[X]) :
    aeval (operatorMatrix I X p) V =
      dvrMatrix x w p * Matrix.diagonal (fun k => V.eval (x k)) * (dvrMatrix x w p)ᵀ := by
  obtain ⟨hU, hU', hX⟩ := position_eq_dvr h
  -- powers first: the inner factors Uᵀ U cancel
  have hpow : ∀ m : ℕ, operatorMatrix I X p ^ m =
      dvrMatrix x w p * Matrix.diagonal (fun k => x k ^ m) * (dvrMatrix x w p)ᵀ := by
    intro m
    induction m with
    | zero =>
      simp only [pow_zero]
      rw [Matrix.diagonal_one, Matrix.mul_one, hU]
    | succ m ih =>
      have hD : Matrix.diagonal (fun k => x k ^ (m + 1)) =
          Matrix.diagonal (fun k => x k ^ m) * Matrix.diagonal x := by
        rw [Matrix.diagonal_mul_diagonal]
        simp only [pow_succ]
      rw [pow_succ, ih, hX, hD]
      simp only [Matrix.mul_assoc]
      rw [← Matrix.mul_assoc (dvrMatrix x w p)ᵀ (dvrMatrix x w p), hU', Matrix.one_mul]
  induction V using Polynomial.induction_on' with
  | add f g hf hg =>
    have hD : Matrix.diagonal (fun k => (f + g).eval (x k)) =
        Matrix.diagonal (fun k => f.eval (x k)) + Matrix.diagonal (fun k => g.eval (x k)) := by
      rw [Matrix.diagonal_add]
      simp only [eval_add]
    rw [map_add, hf, hg, hD, Matrix.mul_add, Matrix.add_mul]
  | monomial m a =>
    have hD : Matrix.diagonal (fun k => (monomial m a).eval (x k)) =
        a • Matrix.diagonal (fun k => x k ^ m) := by
      ext i j
      by_cases hij : i = j <;> simp [hij, eval_monomial]
    rw [aeval_monomial, hpow, hD, Algebra.algebraMap_eq_smul_one, smul_mul_assoc, one_mul,
      Matrix.mul_smul, Matrix.smul_mul]
```

`aeval` inserts the matrix \(Q\) into the polynomial `V`. Induction on the exponent gives the powers, and induction on the polynomial assembles sums and monomials.

## Where exactness stops

```lean
/-- The average `(f(-2) + 6 f(0) + f(2)) / 8` over three points. -/
def threePoint : ℝ[X] →ₗ[ℝ] ℝ where
  toFun f := (f.eval (-2) + 6 * f.eval 0 + f.eval 2) / 8
  map_add' f g := by
    simp only [eval_add]
    ring
  map_smul' a f := by
    simp only [eval_smul, smul_eq_mul, RingHom.id_apply]
    ring

/-- The nodes `-1, 1` with weights `1/2` and the polynomials `1, x` meet all conditions for
the three-point average. -/
theorem isGaussBasis_witness :
    IsGaussBasis threePoint ![-1, 1] ![1 / 2, 1 / 2] ![1, X] where
  exact_rule f hf := by
    have e := fun t : ℝ => eval_eq_sum_range' (show f.natDegree < 4 by omega) t
    change (f.eval (-2) + 6 * f.eval 0 + f.eval 2) / 8 = _
    simp only [Fin.sum_univ_two, Matrix.cons_val_zero, Matrix.cons_val_one, e,
      Finset.sum_range_succ, Finset.sum_range_zero]
    ring
  degree_lt i := by
    fin_cases i <;> simp
  orthonormal i j := by
    fin_cases i <;> fin_cases j <;> simp [threePoint] <;> norm_num
```

For exactness, a polynomial of degree below four is expanded in its coefficients \(a_0,\dots,a_3\). Both sides reduce to \(a_0+a_2\).

```lean
/-- For the three-point average, the matrix of `x²` differs from `U diag(x²) Uᵀ`. -/
theorem square_ne_dvr :
    operatorMatrix threePoint (X ^ 2) ![1, X] ≠
      dvrMatrix ![-1, 1] ![1 / 2, 1 / 2] ![1, X] *
        Matrix.diagonal (fun k => (![-1, 1] : Fin 2 → ℝ) k ^ 2) *
        (dvrMatrix ![-1, 1] ![1 / 2, 1 / 2] ![1, X])ᵀ := by
  intro h
  have e := congrFun (congrFun h 1) 1
  rw [dvr_conj_apply (fun k => (weight_pos isGaussBasis_witness k).le)] at e
  -- the exact entry is 4, the quadrature entry is 1
  have hl : operatorMatrix threePoint (X ^ 2) ![1, X] 1 1 = 4 := by
    change (((X : ℝ[X]) ^ 2 * X * X).eval (-2) + 6 * ((X : ℝ[X]) ^ 2 * X * X).eval 0 +
      ((X : ℝ[X]) ^ 2 * X * X).eval 2) / 8 = 4
    simp only [eval_mul, eval_pow, eval_X]
    norm_num
  rw [hl] at e
  simp only [Fin.sum_univ_two, Matrix.cons_val_zero, Matrix.cons_val_one, eval_X] at e
  norm_num at e

end

end GaussDVR
```

The proof compares the entry with both indices equal to `1`, which is 4 in the exact matrix and 1 in the grid form. A DVR potential matrix can therefore differ from the exact one even for a quadratic potential.

```lean
#print axioms GaussDVR.discrete_orthonormal
-- 'GaussDVR.discrete_orthonormal' depends on axioms: [propext, Classical.choice, Quot.sound]
#print axioms GaussDVR.position_mulVec_column
-- 'GaussDVR.position_mulVec_column' depends on axioms: [propext, Classical.choice, Quot.sound]
#print axioms GaussDVR.potential_of_position
-- 'GaussDVR.potential_of_position' depends on axioms: [propext, Classical.choice, Quot.sound]
#print axioms GaussDVR.square_ne_dvr
-- 'GaussDVR.square_ne_dvr' depends on axioms: [propext, Classical.choice, Quot.sound]
```
